# A third-order bound on the Taylor remainder of the real exponential

The lemma states that for every real a ≥ 0, the remainder exp(a) − 1 − a − a²/2 is at most (a³/6) exp(a). It is a purely scalar inequality: no Hamiltonian, state or operator enters, and the only assumption is that a is non-negative. The attempt writes the remainder as the exponential series from its third power onwards and compares it term by term with the series for (a³/6) exp(a). The comparison rests on the inequality 6 · n! ≤ (n+3)! for natural numbers n.

An attempt in Lean 4 with a fault in it:

```lean
import Mathlib

open Filter Topology

namespace StrangLocalError

noncomputable section

variable {𝔸 : Type*} [NormedRing 𝔸]

/-- The power series of the scalar exponential. -/
theorem hasSum_real_exp (a : ℝ) :
    HasSum (fun n : ℕ => (n.factorial : ℝ)⁻¹ * a ^ n) (Real.exp a) := by
  rw [Real.exp_eq_exp_ℝ]
  simpa only [smul_eq_mul] using NormedSpace.exp_series_hasSum_exp' (𝕂 := ℝ) a

/-- For `a ≥ 0`, the scalar exponential exceeds its second-order expansion by at most `a³ exp(a) /
6`. -/
theorem real_exp_tail_le {a : ℝ} (ha : 0 ≤ a) :
    Real.exp a - 1 - a - a ^ 2 / 2 ≤ a ^ 3 / 6 * Real.exp a := by
  have h := (hasSum_nat_add_iff' 3).mpr (hasSum_real_exp a)
  have g := (hasSum_real_exp a).mul_left (a ^ 3 / 6)
  have key := hasSum_le (fun n => by
    -- termwise comparison, from 6 n! ≤ (n+3)!
    have h6 : 6 ≤ (n + 3) * ((n + 2) * (n + 1)) :=
      Nat.mul_le_mul (by omega : 3 ≤ n + 3)
        (Nat.mul_le_mul (by omega : 2 ≤ n + 2) (by omega : 1 ≤ n + 1))
    have hN : 6 * n.factorial ≤ (n + 3).factorial :=
      (Nat.mul_le_mul_right _ h6).trans_eq (by simp only [Nat.factorial]; ring)
    have hf : 6 * (n.factorial : ℝ) ≤ ((n + 3).factorial : ℝ) := by exact_mod_cast hN
    have hpos : 0 < 6 * (n.factorial : ℝ) := by positivity
    calc ((n + 3).factorial : ℝ)⁻¹ * a ^ (n + 3)
        ≤ (6 * (n.factorial : ℝ))⁻¹ * a ^ (n + 3) :=
          mul_le_mul_of_nonneg_right (inv_anti₀ hpos hf) (by positivity)
      _ = a ^ 3 / 6 * ((n.factorial : ℝ)⁻¹ * a ^ n) := by rw [mul_inv]; ring) h g
  have e : ∑ i ∈ Finset.range 3, (i.factorial : ℝ)⁻¹ * a ^ i = 1 + a + 2⁻¹ * a ^ 2 := by
    simp [Finset.sum_range_succ, Nat.factorial]
  rw [e] at key
  linarith

end

end StrangLocalError
```

The compiler's answer:

```
Try this:
  [apply] ring_nf
  
  The `ring` tactic failed to close the goal. Use `ring_nf` to obtain a normal form.
    
  Note that `ring` works primarily in *commutative* rings. If you have a noncommutative ring, abelian group or module, consider using `noncomm_ring`, `abel` or `module` instead.
Main.lean:29:44: error: unsolved goals
a : ℝ
ha : 0 ≤ a
h : HasSum (fun n => (↑(n + 3).factorial)⁻¹ * a ^ (n + 3)) (Real.exp a - ∑ i ∈ Finset.range 3, (↑i.factorial)⁻¹ * a ^ i)
g : HasSum (fun i => a ^ 3 / 6 * ((↑i.factorial)⁻¹ * a ^ i)) (a ^ 3 / 6 * Real.exp a)
n : ℕ
h6 : 6 ≤ (n + 3) * ((n + 2) * (n + 1))
⊢ n * n.factorial * 11 + n ^ 2 * n.factorial * 6 + n ^ 3 * n.factorial + n.factorial * 6 =
    n.factorial * (2 + n).succ * (1 + n).succ * n.succ
```

Cause. The error lies in the proof of `hN`, where (n+3)(n+2)(n+1) · n! must be shown equal to (n+3)!. Unfolding the right-hand side with `simp only [Nat.factorial]` leaves its new factors in successor form, and they appear in the unsolved goal as `(2 + n).succ`, `(1 + n).succ` and `n.succ`. `ring` did not expand these as sums, so the left side became a polynomial in n times n!, while the right stayed a product of successors. The two sides are equal, but their normal forms did not match.

The "Try this" message reports the same failure. Its suggestion of `ring_nf` does not help, since the goal shown is what remains after normalisation, and its remark on noncommutative rings does not apply to natural numbers.

The repair adds `Nat.succ_eq_add_one` to the `simp only` call, which rewrites each `n.succ` as `n + 1`. `ring` can then expand both sides and close the goal. The new line break is mere tidying.

Lean accepts the file once it reads:

```diff
@@ -27,5 +27,6 @@
         (Nat.mul_le_mul (by omega : 2 ≤ n + 2) (by omega : 1 ≤ n + 1))
     have hN : 6 * n.factorial ≤ (n + 3).factorial :=
-      (Nat.mul_le_mul_right _ h6).trans_eq (by simp only [Nat.factorial]; ring)
+      (Nat.mul_le_mul_right _ h6).trans_eq
+        (by simp only [Nat.factorial, Nat.succ_eq_add_one]; ring)
     have hf : 6 * (n.factorial : ℝ) ≤ ((n + 3).factorial : ℝ) := by exact_mod_cast hN
     have hpos : 0 < 6 * (n.factorial : ℝ) := by positivity
```
